# With a constant relaxation time, the Esaki-Tsu drift velocity of a thermal miniband peaks at ωτ = 1

## Does the drift velocity fall once ωτ exceeds one?

Before the drift velocity of a superlattice miniband can be a theorem, "average over collisions" needs a definition. I take it to be two nested averages: a thermal one over the phase θ with which a carrier leaves its last collision, then an exponential one, with relaxation time τ, over the time t since that collision. In between, the field advances the phase at the Bloch frequency ω, and the carrier moves with velocity v0 sin(θ + ωt).

The physical claim is that the resulting drift velocity rises as ω grows from zero to 1/τ and falls beyond that, which is negative differential velocity. Can this be made rigorous, with the thermal prefactor included, and checked by machine in Lean?

## Two averages give the formula, and a square gives the peak

Yes. For v0, b, τ > 0, where b sets the width of the thermal distribution, the peak and the strict rise and fall on either side of it all follow from a closed formula.

**The calculation by hand.** Let θ be the crystal wave number times the superlattice period. A cosine miniband has velocity v0 sin θ, and its Boltzmann weight is w(θ) = exp(b cos θ), where b is half the miniband width divided by k_B T. Define

I_n = ∫ cos(nθ) w(θ) dθ, with θ from 0 to 2π.

Start with the thermal average at fixed t. The addition theorem gives

sin(θ + ωt) = sin θ cos(ωt) + cos θ sin(ωt).

The substitution θ → 2π − θ preserves w and reverses sin θ, so the integral of sin θ w(θ) equals its own negative and vanishes. Dividing what remains by I_0 leaves

v0 (I_1/I_0) sin(ωt).

For the time average, take

A(t) = −exp(−t/τ) [sin(ωt) + ωτ cos(ωt)] / (1 + ω²τ²).

On differentiating, the cosine terms cancel and the sine terms combine with coefficient (1/τ)(1 + ω²τ²), so

A′(t) = (exp(−t/τ)/τ) sin(ωt).

Since A(t) → 0 at late times, the integral from 0 to ∞ is −A(0) = ωτ/(1 + ω²τ²). The drift velocity is therefore

v(ω) = K ωτ/(1 + ω²τ²), with K = v0 I_1/I_0.

The sign of K needs an argument. The derivative of sin θ w(θ) is cos θ w(θ) − b sin²θ w(θ), and sin θ w(θ) vanishes at both ends of the zone, so

I_1 = b ∫ sin²θ w(θ) dθ.

This is positive for b > 0. Also I_0 − I_1 = ∫ (1 − cos θ) w(θ) dθ > 0. Hence 0 < I_1/I_0 < 1, and K lies between 0 and v0.

The distance to the peak value is

K/2 − v(ω) = K (1 − ωτ)² / (2(1 + ω²τ²)).

It is never negative, and it is zero exactly when ωτ = 1. Because K < v0, the velocity also stays below v0/2.

For two frequencies x < y,

v(y) − v(x) = K (yτ − xτ)(1 − xτ·yτ) / ((1 + x²τ²)(1 + y²τ²)).

If 0 ≤ xτ < yτ ≤ 1, then xτ·yτ ≤ xτ < 1 and the difference is positive. If 1 ≤ xτ < yτ, then xτ·yτ ≥ yτ > 1 and it is negative.

**What the Lean statements say.** `besselMoment n b` is I_n as defined above. It is 2π times the usual modified Bessel function, a factor that cancels in I_1/I_0. `thermalAverage b f` is the normalised average over one Brillouin zone, and `relaxationAverage τ g` integrates over t > 0 with weight exp(−t/τ)/τ. `driftVelocity v0 b τ ω` nests them, with the thermal average inside.

`esaki_tsu` gives the closed formula for all real v0, b and ω, with τ > 0. The other results about the drift velocity also assume v0 > 0 and b > 0:

- `driftVelocity_peak` bounds the velocity by v0 I_1/(2 I_0) for every real ω, with equality exactly when ωτ = 1.
- `negative_differential_velocity` states a strict increase on 0 ≤ ω ≤ 1/τ and a strict decrease on ω ≥ 1/τ, with v0, b and τ held fixed.
- `driftVelocity_lt_half` gives the bound v0/2.

The physics enters through the definitions. The weight exp(b cos θ) stands for non-degenerate carriers in a single cosine miniband. The exponential weight stands for collisions at a constant rate 1/τ, each of which restores the thermal distribution. The phase θ + ωt is semiclassical motion in a uniform static field, with ω proportional to the field. None of these is derived from a Hamiltonian or a scattering mechanism, and tunnelling to other minibands, carrier interactions and a field-dependent τ are left out.

A Monte Carlo simulation of this same model can be compared with the formula, which gives its exact mean velocity in the steady state, after the initial transient has died out. The simulation must then use independent carriers in one cosine miniband, a uniform static field, and collisions at the constant rate 1/τ that each redraw θ from the thermal distribution.

```lean
import Mathlib

open MeasureTheory Set Filter Topology
open scoped Real

namespace EsakiTsu

noncomputable section

/-- The moment `I_n` of the miniband weight: the integral of `cos (n θ) exp (b cos θ)` over
one Brillouin zone. -/
def besselMoment (n : ℕ) (b : ℝ) : ℝ :=
  ∫ θ in (0 : ℝ)..2 * π, Real.cos (n * θ) * Real.exp (b * Real.cos θ)

/-- The average of `f` over the Brillouin zone with normalised weight `exp (b cos θ)`. -/
def thermalAverage (b : ℝ) (f : ℝ → ℝ) : ℝ :=
  (∫ θ in (0 : ℝ)..2 * π, f θ * Real.exp (b * Real.cos θ)) /
    ∫ θ in (0 : ℝ)..2 * π, Real.exp (b * Real.cos θ)

/-- The average of `g` over the time `t` since the last collision, with weight
`exp (-t/τ)/τ`, for a relaxation time `τ > 0`. -/
def relaxationAverage (τ : ℝ) (g : ℝ → ℝ) : ℝ :=
  ∫ t in Ioi (0 : ℝ), Real.exp (-t / τ) / τ * g t

/-- The drift velocity at Bloch frequency `ω`: the miniband velocity `v0 sin (θ + ω t)`,
averaged over the initial phase `θ` and over the time `t` since the last collision (`τ > 0`). -/
def driftVelocity (v0 b τ ω : ℝ) : ℝ :=
  relaxationAverage τ fun t => thermalAverage b fun θ => v0 * Real.sin (θ + ω * t)

/-- The sine moment of the miniband weight vanishes. -/
theorem integral_sin_weight (b : ℝ) :
    ∫ θ in (0 : ℝ)..2 * π, Real.sin θ * Real.exp (b * Real.cos θ) = 0 := by
  -- reflect the zone, θ ↦ 2π - θ
  have h := intervalIntegral.integral_comp_sub_left (a := 0) (b := 2 * π)
    (fun θ => Real.sin θ * Real.exp (b * Real.cos θ)) (2 * π)
  simp only [Real.sin_two_pi_sub, Real.cos_two_pi_sub, sub_self, sub_zero, neg_mul,
    intervalIntegral.integral_neg] at h
  linarith

/-- A time `t` after a collision, the thermally averaged velocity is
`v0 (I₁/I₀) sin (ω t)`. -/
theorem thermalAverage_velocity (v0 b ω t : ℝ) :
    thermalAverage b (fun θ => v0 * Real.sin (θ + ω * t)) =
      v0 * (besselMoment 1 b / besselMoment 0 b) * Real.sin (ω * t) := by
  have e : ∀ θ : ℝ, v0 * Real.sin (θ + ω * t) * Real.exp (b * Real.cos θ) =
      v0 * Real.cos (ω * t) * (Real.sin θ * Real.exp (b * Real.cos θ)) +
      v0 * Real.sin (ω * t) * (Real.cos ((1 : ℕ) * θ) * Real.exp (b * Real.cos θ)) := by
    intro θ
    rw [Real.sin_add, Nat.cast_one, one_mul]
    ring
  have h1 : IntervalIntegrable (fun θ : ℝ => v0 * Real.cos (ω * t) *
      (Real.sin θ * Real.exp (b * Real.cos θ))) volume 0 (2 * π) :=
    Continuous.intervalIntegrable (by fun_prop) _ _
  have h2 : IntervalIntegrable (fun θ : ℝ => v0 * Real.sin (ω * t) *
      (Real.cos ((1 : ℕ) * θ) * Real.exp (b * Real.cos θ))) volume 0 (2 * π) :=
    Continuous.intervalIntegrable (by fun_prop) _ _
  have h0 : besselMoment 0 b = ∫ θ in (0 : ℝ)..2 * π, Real.exp (b * Real.cos θ) := by
    simp [besselMoment]
  rw [h0]
  simp only [thermalAverage, e]
  rw [intervalIntegral.integral_add h1 h2, intervalIntegral.integral_const_mul,
    intervalIntegral.integral_const_mul, integral_sin_weight]
  simp only [besselMoment]
  ring

/-- For `τ > 0`, the relaxation average of `sin (ω t)` is `ω τ / (1 + ω² τ²)`. -/
theorem relaxationAverage_sin (ω : ℝ) {τ : ℝ} (hτ : 0 < τ) :
    relaxationAverage τ (fun t => Real.sin (ω * t)) = ω * τ / (1 + ω ^ 2 * τ ^ 2) := by
  have hD : 1 + ω ^ 2 * τ ^ 2 ≠ 0 := by positivity
  -- an explicit antiderivative
  have hd : ∀ t : ℝ, HasDerivAt (fun t : ℝ => -(Real.exp (-t / τ) *
      (Real.sin (ω * t) + ω * τ * Real.cos (ω * t))) / (1 + ω ^ 2 * τ ^ 2))
      (Real.exp (-t / τ) / τ * Real.sin (ω * t)) t := by
    intro t
    have hl : HasDerivAt (fun t : ℝ => ω * t) ω t := by
      simpa using (hasDerivAt_id' t).const_mul ω
    have he : HasDerivAt (fun t : ℝ => Real.exp (-t / τ))
        (Real.exp (-t / τ) * (-1 / τ)) t :=
      ((hasDerivAt_id' t).fun_neg.div_const τ).exp
    refine ((he.fun_mul (hl.sin.fun_add (hl.cos.const_mul (ω * τ)))).fun_neg.div_const
      _).congr_deriv ?_
    field_simp
    ring
  -- it decays at late times
  have hexp : Tendsto (fun t : ℝ => Real.exp (-t / τ)) atTop (𝓝 0) := by
    have h := Real.tendsto_exp_neg_atTop_nhds_zero.comp (tendsto_id.atTop_div_const hτ)
    refine h.congr (fun t => ?_)
    simp [neg_div]
  have hprod : Tendsto (fun t : ℝ => Real.exp (-t / τ) *
      (Real.sin (ω * t) + ω * τ * Real.cos (ω * t))) atTop (𝓝 0) := by
    have hb := hexp.mul_const (1 + |ω * τ|)
    rw [zero_mul] at hb
    refine squeeze_zero_norm (fun t => ?_) hb
    rw [norm_mul, Real.norm_eq_abs, Real.norm_eq_abs, abs_of_pos (Real.exp_pos _)]
    refine mul_le_mul_of_nonneg_left ?_ (Real.exp_pos _).le
    have h1 := abs_add_le (Real.sin (ω * t)) (ω * τ * Real.cos (ω * t))
    rw [abs_mul (ω * τ)] at h1
    linarith [Real.abs_sin_le_one (ω * t),
      mul_le_of_le_one_right (abs_nonneg (ω * τ)) (Real.abs_cos_le_one (ω * t))]
  have hlim := hprod.neg.div_const (1 + ω ^ 2 * τ ^ 2)
  rw [neg_zero, zero_div] at hlim
  -- the integrand is dominated by the collision weight
  have hint : IntegrableOn (fun t : ℝ => Real.exp (-t / τ) / τ * Real.sin (ω * t))
      (Ioi 0) := by
    have h0 : IntegrableOn (fun t : ℝ => Real.exp (-t / τ) / τ) (Ioi 0) := by
      have e : (fun t : ℝ => Real.exp (-t / τ) / τ) =
          fun t => Real.exp (-τ⁻¹ * t) / τ := by
        funext t
        congr 2
        ring
      rw [e]
      exact Integrable.div_const (exp_neg_integrableOn_Ioi 0 (inv_pos.mpr hτ)) τ
    refine Integrable.mono' h0 (Continuous.aestronglyMeasurable (by fun_prop))
      (ae_of_all _ fun t => ?_)
    rw [norm_mul, Real.norm_eq_abs, Real.norm_eq_abs,
      abs_of_pos (div_pos (Real.exp_pos _) hτ)]
    exact mul_le_of_le_one_right (by positivity) (Real.abs_sin_le_one _)
  refine (integral_Ioi_of_hasDerivAt_of_tendsto' (fun t _ => hd t) hint hlim).trans ?_
  simp only [mul_zero, neg_zero, zero_div, Real.exp_zero, Real.sin_zero, Real.cos_zero]
  ring

/-- The Esaki-Tsu formula: the drift velocity is `v0 (I₁/I₀) ω τ / (1 + ω² τ²)`. -/
theorem esaki_tsu (v0 b ω : ℝ) {τ : ℝ} (hτ : 0 < τ) :
    driftVelocity v0 b τ ω =
      v0 * (besselMoment 1 b / besselMoment 0 b) * (ω * τ / (1 + ω ^ 2 * τ ^ 2)) := by
  have h := relaxationAverage_sin ω hτ
  simp only [driftVelocity, thermalAverage_velocity, relaxationAverage] at h ⊢
  rw [← h, ← integral_const_mul]
  congr 1
  funext t
  ring

/-- Integration by parts over the zone: `I₁` is `b` times the integral of
`sin² θ exp (b cos θ)`. -/
theorem besselMoment_one (b : ℝ) : besselMoment 1 b =
    b * ∫ θ in (0 : ℝ)..2 * π, Real.sin θ ^ 2 * Real.exp (b * Real.cos θ) := by
  have hd : ∀ θ : ℝ, HasDerivAt (fun θ : ℝ => Real.sin θ * Real.exp (b * Real.cos θ))
      (Real.cos ((1 : ℕ) * θ) * Real.exp (b * Real.cos θ) -
        b * (Real.sin θ ^ 2 * Real.exp (b * Real.cos θ))) θ := by
    intro θ
    refine ((Real.hasDerivAt_sin θ).fun_mul
      ((Real.hasDerivAt_cos θ).const_mul b).exp).congr_deriv ?_
    rw [Nat.cast_one, one_mul]
    ring
  have h1 : IntervalIntegrable (fun θ : ℝ => Real.cos ((1 : ℕ) * θ) *
      Real.exp (b * Real.cos θ)) volume 0 (2 * π) :=
    Continuous.intervalIntegrable (by fun_prop) _ _
  have h2 : IntervalIntegrable (fun θ : ℝ => b * (Real.sin θ ^ 2 *
      Real.exp (b * Real.cos θ))) volume 0 (2 * π) :=
    Continuous.intervalIntegrable (by fun_prop) _ _
  have h := intervalIntegral.integral_eq_sub_of_hasDerivAt (fun θ _ => hd θ) (h1.sub h2)
  rw [intervalIntegral.integral_sub h1 h2, intervalIntegral.integral_const_mul] at h
  simp only [Real.sin_two_pi, Real.sin_zero, zero_mul, sub_self] at h
  simp only [besselMoment]
  linarith

/-- For `b > 0` the thermal factor `I₁/I₀` lies strictly between 0 and 1. -/
theorem thermalFactor_bounds {b : ℝ} (hb : 0 < b) :
    0 < besselMoment 1 b / besselMoment 0 b ∧ besselMoment 1 b / besselMoment 0 b < 1 := by
  have hp := Real.pi_pos
  have h1 : 0 < besselMoment 1 b := by
    rw [besselMoment_one]
    refine mul_pos hb (intervalIntegral.integral_pos (by positivity)
      (Continuous.continuousOn (by fun_prop)) (fun θ _ => by positivity)
      ⟨π / 2, ⟨by linarith, by linarith⟩, ?_⟩)
    rw [Real.sin_pi_div_two]
    positivity
  have h2 : besselMoment 1 b < besselMoment 0 b := by
    refine intervalIntegral.integral_lt_integral_of_continuousOn_of_le_of_exists_lt
      (by positivity) (Continuous.continuousOn (by fun_prop))
      (Continuous.continuousOn (by fun_prop)) (fun θ _ => ?_)
      ⟨π / 2, ⟨by linarith, by linarith⟩, ?_⟩
    · simp only [Nat.cast_zero, zero_mul, Real.cos_zero]
      exact mul_le_mul_of_nonneg_right (Real.cos_le_one _) (Real.exp_pos _).le
    · simp
  exact ⟨div_pos h1 (h1.trans h2), (div_lt_one (h1.trans h2)).mpr h2⟩

/-- The drift velocity never exceeds `v0 (I₁/I₀)/2`, and it attains this value exactly when
`ω τ = 1`. -/
theorem driftVelocity_peak {v0 b τ : ℝ} (hv : 0 < v0) (hb : 0 < b) (hτ : 0 < τ) (ω : ℝ) :
    driftVelocity v0 b τ ω ≤ v0 * (besselMoment 1 b / besselMoment 0 b) / 2 ∧
    (driftVelocity v0 b τ ω = v0 * (besselMoment 1 b / besselMoment 0 b) / 2 ↔
      ω * τ = 1) := by
  rw [esaki_tsu v0 b ω hτ]
  have hK := mul_pos hv (thermalFactor_bounds hb).1
  generalize v0 * (besselMoment 1 b / besselMoment 0 b) = K at hK ⊢
  -- the distance to the peak value is a square
  have key : K / 2 - K * (ω * τ / (1 + ω ^ 2 * τ ^ 2)) =
      K * (1 - ω * τ) ^ 2 / (2 * (1 + ω ^ 2 * τ ^ 2)) := by
    have hD : 1 + ω ^ 2 * τ ^ 2 ≠ 0 := by positivity
    field_simp
    ring
  refine ⟨?_, fun h => ?_, fun h => ?_⟩
  · have : 0 ≤ K * (1 - ω * τ) ^ 2 / (2 * (1 + ω ^ 2 * τ ^ 2)) := by positivity
    linarith
  · by_contra hne
    have h1 : 1 - ω * τ ≠ 0 := fun h0 => hne (by linarith)
    have : 0 < K * (1 - ω * τ) ^ 2 / (2 * (1 + ω ^ 2 * τ ^ 2)) := by positivity
    linarith
  · have : K * (1 - ω * τ) ^ 2 / (2 * (1 + ω ^ 2 * τ ^ 2)) = 0 := by
      rw [h]
      simp
    linarith

/-- The drift velocity rises strictly with the Bloch frequency from `ω = 0` to `ω = 1/τ` and falls
strictly beyond: negative differential velocity. -/
theorem negative_differential_velocity {v0 b τ : ℝ} (hv : 0 < v0) (hb : 0 < b)
    (hτ : 0 < τ) :
    StrictMonoOn (driftVelocity v0 b τ) (Icc 0 (1 / τ)) ∧
    StrictAntiOn (driftVelocity v0 b τ) (Ici (1 / τ)) := by
  have hK := mul_pos hv (thermalFactor_bounds hb).1
  constructor
  · intro x hx y hy h
    rw [esaki_tsu v0 b x hτ, esaki_tsu v0 b y hτ]
    refine mul_lt_mul_of_pos_left ?_ hK
    rw [div_lt_div_iff₀ (by positivity) (by positivity)]
    have a : x * τ < y * τ := mul_lt_mul_of_pos_right h hτ
    have c : y * τ ≤ 1 := (le_div_iff₀ hτ).mp hy.2
    have d : 0 ≤ x * τ := mul_nonneg hx.1 hτ.le
    have e : x * τ * (y * τ) < 1 := by linarith [mul_le_mul_of_nonneg_left c d]
    nlinarith [mul_pos (sub_pos.2 a) (sub_pos.2 e)]
  · intro x hx y _ h
    rw [esaki_tsu v0 b x hτ, esaki_tsu v0 b y hτ]
    refine mul_lt_mul_of_pos_left ?_ hK
    rw [div_lt_div_iff₀ (by positivity) (by positivity)]
    have a : x * τ < y * τ := mul_lt_mul_of_pos_right h hτ
    have c : 1 ≤ x * τ := (div_le_iff₀ hτ).mp (mem_Ici.mp hx)
    have d : 0 ≤ y * τ := by linarith
    have e : 1 < x * τ * (y * τ) := by linarith [mul_le_mul_of_nonneg_right c d]
    nlinarith [mul_pos (sub_pos.2 a) (sub_pos.2 e)]

/-- The drift velocity stays below half the maximal miniband velocity `v0`. -/
theorem driftVelocity_lt_half {v0 b τ : ℝ} (hv : 0 < v0) (hb : 0 < b) (hτ : 0 < τ)
    (ω : ℝ) : driftVelocity v0 b τ ω < v0 / 2 := by
  have h1 := (driftVelocity_peak hv hb hτ ω).1
  have h2 := mul_lt_mul_of_pos_left (thermalFactor_bounds hb).2 hv
  linarith

end

end EsakiTsu
```

```lean
#print axioms EsakiTsu.esaki_tsu
-- 'EsakiTsu.esaki_tsu' depends on axioms: [propext, Classical.choice, Quot.sound]
#print axioms EsakiTsu.negative_differential_velocity
-- 'EsakiTsu.negative_differential_velocity' depends on axioms: [propext, Classical.choice, Quot.sound]
#print axioms EsakiTsu.driftVelocity_lt_half
-- 'EsakiTsu.driftVelocity_lt_half' depends on axioms: [propext, Classical.choice, Quot.sound]
```

**How the proof follows the calculation.** `integral_sin_weight` performs the reflection: `intervalIntegral.integral_comp_sub_left` changes the variable, and `linarith` concludes that a number equal to its own negative is zero. In `thermalAverage_velocity`, the equation `e` is the addition theorem multiplied by the weight. Continuity makes both terms integrable, so the integral splits, and the sine part drops out.

`relaxationAverage_sin` carries most of the analysis. The step `hd` checks the derivative of A(t). The step `hprod` proves the decay by squeezing the product of exponential and bracket below exp(−t/τ)(1 + |ωτ|). The step `hint` establishes integrability, since the integrand is bounded in absolute value by the collision weight. The fundamental theorem on a half-line then evaluates the integral as the limit of A minus A(0). `esaki_tsu` combines the two averages by pulling the constant v0 I_1/I_0 out of the time integral.

`besselMoment_one` is the integration by parts, obtained by integrating the derivative of sin θ w(θ) over the zone. `thermalFactor_bounds` uses it for positivity and compares integrands for I_1 < I_0. Both strict inequalities need a point where the integrands differ strictly, and θ = π/2 serves each time.

In `driftVelocity_peak`, `generalize` replaces the prefactor by a positive number K, and `key` is the identity with the square. The bound and both directions of the equivalence are read off from it.

`negative_differential_velocity` clears the denominators with `div_lt_div_iff₀`. The hypotheses `a` and `e` give the signs of the two factors yτ − xτ and 1 − xτ·yτ, and `nlinarith` receives their product, with the second factor reversed on the falling branch. Finally, `driftVelocity_lt_half` combines the peak bound with I_1/I_0 < 1.
